# For a finite Hermitian matrix, a perturbation of norm below half the gap puts no eigenvalue on the half-gap circle

In perturbation theory for $H+zV$, where $H$ is the zeroth-order Hamiltonian (often written $H_0$), $V$ the perturbation and $z$ a complex coupling, an intruder state is one whose level meets the target level, which starts at the energy $E_0$, for some $|z|\le 1$. If $H$ is Hermitian in finite dimension and all its other eigenvalues lie at distance at least $\Delta$ from $E_0$, then $\|V\|<\Delta/2$ in operator norm keeps every eigenvalue of $H+zV$ off the circle $|w-E_0|=\Delta/2$ for all these $z$.

```lean
import Mathlib

open Complex

namespace IntruderExclusion

variable {E : Type*} [NormedAddCommGroup E] [InnerProductSpace ℂ E]

/-- The complex number `w` is an eigenvalue of the operator `A`: some nonzero state `x`
satisfies `A x = w x`. -/
def IsLevel (A : E →L[ℂ] E) (w : ℂ) : Prop :=
  ∃ x : E, x ≠ 0 ∧ A x = w • x

/-- Every eigenvalue of `H` other than `E0` lies at distance at least `Δ` from `E0`. -/
def IsGapped (H : E →L[ℂ] E) (E0 Δ : ℝ) : Prop :=
  ∀ μ : ℂ, IsLevel H μ → μ ≠ (E0 : ℂ) → Δ ≤ ‖μ - E0‖

/-- For a Hermitian operator `H` in finite dimension, a nonzero trial state `x` and a complex
trial energy `w`, some eigenvalue of `H` is at most `‖H x - w x‖ / ‖x‖` away from `w`. -/
theorem exists_level_near [FiniteDimensional ℂ E] {H : E →L[ℂ] E}
    (hH : (H : E →ₗ[ℂ] E).IsSymmetric) (w : ℂ) {x : E} (hx : x ≠ 0) :
    ∃ μ : ℂ, IsLevel H μ ∧ ‖μ - w‖ * ‖x‖ ≤ ‖H x - w • x‖ := by
  let b := hH.eigenvectorBasis rfl
  let e := hH.eigenvalues rfl
  have parseval : ∀ y : E, ‖y‖ ^ 2 = ∑ i, ‖b.repr y i‖ ^ 2 := by
    intro y
    rw [← b.repr.norm_map y, EuclideanSpace.norm_sq_eq]
  -- in the eigenbasis, `H - w` multiplies each coordinate by `e i - w`
  have coord : ∀ i, b.repr (H x - w • x) i = ((e i : ℂ) - w) * b.repr x i := by
    intro i
    have h : b.repr (H x) i = (e i : ℂ) * b.repr x i :=
      hH.eigenvectorBasis_apply_self_apply rfl x i
    rw [map_sub, map_smul, PiLp.sub_apply, PiLp.smul_apply, h, smul_eq_mul]
    ring
  have hne : Nonempty (Fin (Module.finrank ℂ E)) := by
    by_contra h
    have := not_nonempty_iff.1 h
    have h0 := parseval x
    rw [Finset.univ_eq_empty, Finset.sum_empty] at h0
    exact hx (norm_eq_zero.1 ((pow_eq_zero_iff two_ne_zero).1 h0))
  -- choose the eigenvalue closest to `w`
  obtain ⟨k, hk⟩ := Finite.exists_min (fun i => ‖(e i : ℂ) - w‖)
  refine ⟨e k, ⟨b k, b.orthonormal.ne_zero k, hH.apply_eigenvectorBasis rfl k⟩, ?_⟩
  refine (sq_le_sq₀ (by positivity) (norm_nonneg _)).1 ?_
  rw [mul_pow, parseval x, parseval (H x - w • x), Finset.mul_sum]
  refine Finset.sum_le_sum fun i _ => ?_
  rw [coord, norm_mul, mul_pow]
  exact mul_le_mul_of_nonneg_right (pow_le_pow_left₀ (norm_nonneg _) (hk i) 2) (by positivity)

/-- Every eigenvalue of `H + z V`, with `H` Hermitian in finite dimension and `z` complex, lies
within `|z| ‖V‖` of an eigenvalue of `H`. -/
theorem perturbed_level_near [FiniteDimensional ℂ E] {H V : E →L[ℂ] E}
    (hH : (H : E →ₗ[ℂ] E).IsSymmetric) {z w : ℂ} (hw : IsLevel (H + z • V) w) :
    ∃ μ : ℂ, IsLevel H μ ∧ ‖μ - w‖ ≤ ‖z‖ * ‖V‖ := by
  obtain ⟨x, hx, h⟩ := hw
  obtain ⟨μ, hμ, hb⟩ := exists_level_near hH w hx
  refine ⟨μ, hμ, le_of_mul_le_mul_right ?_ (norm_pos_iff.2 hx)⟩
  -- the residual of the perturbed eigenvector `x` is minus the perturbation term `z V x`
  have hr : H x - w • x = -(z • V x) := by
    rw [← h]
    simp
  calc ‖μ - w‖ * ‖x‖ ≤ ‖H x - w • x‖ := hb
    _ = ‖z‖ * ‖V x‖ := by rw [hr, norm_neg, norm_smul]
    _ ≤ ‖z‖ * (‖V‖ * ‖x‖) := mul_le_mul_of_nonneg_left (V.le_opNorm x) (norm_nonneg z)
    _ = ‖z‖ * ‖V‖ * ‖x‖ := by ring

/-- If the Hermitian operator `H` in finite dimension has gap `Δ` around `E0`, each eigenvalue
of `H + z V` is either within `|z| ‖V‖` of `E0` or at least `Δ - |z| ‖V‖` away from it. -/
theorem near_or_far [FiniteDimensional ℂ E] {H V : E →L[ℂ] E}
    (hH : (H : E →ₗ[ℂ] E).IsSymmetric) {E0 Δ : ℝ} (hgap : IsGapped H E0 Δ)
    {z w : ℂ} (hw : IsLevel (H + z • V) w) :
    ‖w - E0‖ ≤ ‖z‖ * ‖V‖ ∨ Δ - ‖z‖ * ‖V‖ ≤ ‖w - E0‖ := by
  obtain ⟨μ, hμ, hb⟩ := perturbed_level_near hH hw
  by_cases hE : μ = (E0 : ℂ)
  · left
    rw [norm_sub_rev, ← hE]
    exact hb
  · right
    have h1 := hgap μ hμ hE
    have h2 := norm_sub_le_norm_sub_add_norm_sub μ w (E0 : ℂ)
    linarith

/-- Intruder exclusion: let `H` be Hermitian in finite dimension with all eigenvalues other than
`E0` at distance at least `Δ` from `E0`, and let `‖V‖ < Δ / 2`. For every complex `z` with
`|z| ≤ 1`, the operator `H + z V` has no eigenvalue on the circle `|w - E0| = Δ / 2`. -/
theorem intruder_exclusion [FiniteDimensional ℂ E] {H V : E →L[ℂ] E}
    (hH : (H : E →ₗ[ℂ] E).IsSymmetric) {E0 Δ : ℝ} (hgap : IsGapped H E0 Δ)
    (hV : ‖V‖ < Δ / 2) {z : ℂ} (hz : ‖z‖ ≤ 1) {w : ℂ} (hw : ‖w - E0‖ = Δ / 2) :
    ¬ IsLevel (H + z • V) w := by
  intro h
  have hzV : ‖z‖ * ‖V‖ ≤ ‖V‖ := mul_le_of_le_one_left (norm_nonneg _) hz
  rcases near_or_far hH hgap h with h1 | h1 <;> linarith

/-- If `H` and `V` are Hermitian in finite dimension and `E0` is an eigenvalue of `H`, then for
every real coupling `t` the operator `H + t V` has an eigenvalue within `|t| ‖V‖` of `E0`. -/
theorem target_level_persists [FiniteDimensional ℂ E] {H V : E →L[ℂ] E}
    (hH : (H : E →ₗ[ℂ] E).IsSymmetric) (hV : (V : E →ₗ[ℂ] E).IsSymmetric)
    {E0 : ℝ} (hE : IsLevel H E0) (t : ℝ) :
    ∃ w : ℂ, IsLevel (H + (t : ℂ) • V) w ∧ ‖w - E0‖ ≤ |t| * ‖V‖ := by
  have hS : ((H + (t : ℂ) • V : E →L[ℂ] E) : E →ₗ[ℂ] E).IsSymmetric := by
    intro x y
    have h1 : inner ℂ (H x) y = inner ℂ x (H y) := hH x y
    have h2 : inner ℂ (V x) y = inner ℂ x (V y) := hV x y
    change inner ℂ (H x + (t : ℂ) • V x) y = inner ℂ x (H y + (t : ℂ) • V y)
    rw [inner_add_left, inner_add_right, inner_smul_left, inner_smul_right,
      Complex.conj_ofReal, h1, h2]
  -- read `H` as a perturbation of `H + t V`
  have hback : H = (H + (t : ℂ) • V) + (-(t : ℂ)) • V := by module
  rw [hback] at hE
  obtain ⟨w, hw, hb⟩ := perturbed_level_near hS hE
  refine ⟨w, hw, ?_⟩
  rwa [norm_neg, Complex.norm_real, Real.norm_eq_abs] at hb

/-- The two-level operator with real diagonal energies `a`, `b` and real coupling `c`. -/
noncomputable def twoLevel (a b c : ℝ) :
    EuclideanSpace ℂ (Fin 2) →L[ℂ] EuclideanSpace ℂ (Fin 2) :=
  LinearMap.toContinuousLinearMap
    { toFun := fun x => !₂[(a : ℂ) * x 0 + c * x 1, (c : ℂ) * x 0 + b * x 1]
      map_add' := by
        intro x y
        ext i
        fin_cases i <;> simp <;> ring
      map_smul' := by
        intro r x
        ext i
        fin_cases i <;> simp <;> ring }

/-- The two-level operator is Hermitian. -/
theorem twoLevel_symmetric (a b c : ℝ) :
    (twoLevel a b c : EuclideanSpace ℂ (Fin 2) →ₗ[ℂ] EuclideanSpace ℂ (Fin 2)).IsSymmetric := by
  intro x y
  simp [twoLevel, PiLp.inner_apply, Fin.sum_univ_two]
  ring

/-- A purely off-diagonal coupling `c ≥ 0` between two levels has operator norm `c`. -/
theorem norm_coupling {c : ℝ} (hc : 0 ≤ c) : ‖twoLevel 0 0 c‖ = c := by
  have hn : ∀ x, ‖twoLevel 0 0 c x‖ = c * ‖x‖ := by
    intro x
    have h0 : (twoLevel 0 0 c x) 0 = (c : ℂ) * x 1 := by simp [twoLevel]
    have h1 : (twoLevel 0 0 c x) 1 = (c : ℂ) * x 0 := by simp [twoLevel]
    refine (sq_eq_sq₀ (norm_nonneg _) (by positivity)).1 ?_
    simp only [mul_pow, EuclideanSpace.norm_sq_eq, Fin.sum_univ_two]
    rw [h0, h1, norm_mul, norm_mul, Complex.norm_real, Real.norm_eq_abs, mul_pow, mul_pow, sq_abs]
    ring
  refine le_antisymm (ContinuousLinearMap.opNorm_le_bound _ hc fun x => (hn x).le) ?_
  have hne : (!₂[1, 0] : EuclideanSpace ℂ (Fin 2)) ≠ 0 := by
    intro h
    have h0 := congrArg (fun v : EuclideanSpace ℂ (Fin 2) => v 0) h
    simp at h0
  refine le_of_mul_le_mul_right ?_ (norm_pos_iff.2 hne)
  rw [← hn]
  exact (twoLevel 0 0 c).le_opNorm _

/-- The bound `‖V‖ < Δ / 2` is sharp: for `Δ > 0`, levels `0` and `Δ` with off-diagonal coupling
`Δ / 2` have gap `Δ` around `0` and `‖V‖ = Δ / 2`, and `H + i V` has the eigenvalue `Δ / 2`. -/
theorem exclusion_sharp {Δ : ℝ} (hΔ : 0 < Δ) :
    IsGapped (twoLevel 0 Δ 0) 0 Δ ∧ ‖twoLevel 0 0 (Δ / 2)‖ = Δ / 2 ∧
      IsLevel (twoLevel 0 Δ 0 + I • twoLevel 0 0 (Δ / 2)) ((Δ / 2 : ℝ) : ℂ) := by
  refine ⟨?_, norm_coupling (by positivity), !₂[1, -I], ?_, ?_⟩
  · rintro μ ⟨x, hx, h⟩ hμ
    have h0 : ((0 : ℝ) : ℂ) * x 0 + ((0 : ℝ) : ℂ) * x 1 = μ * x 0 :=
      congrArg (fun v : EuclideanSpace ℂ (Fin 2) => v 0) h
    have h1 : ((0 : ℝ) : ℂ) * x 0 + (Δ : ℂ) * x 1 = μ * x 1 :=
      congrArg (fun v : EuclideanSpace ℂ (Fin 2) => v 1) h
    rw [Complex.ofReal_zero] at h0 h1 hμ
    have hx0 : x 0 = 0 := (mul_eq_zero.1 (by rw [← h0]; ring)).resolve_left hμ
    have hx1 : x 1 ≠ 0 := by
      intro hx1
      apply hx
      ext i
      fin_cases i
      · exact hx0
      · exact hx1
    have hμΔ : μ = (Δ : ℂ) := mul_right_cancel₀ hx1 (by rw [← h1]; ring)
    rw [hμΔ, Complex.ofReal_zero, sub_zero, Complex.norm_real]
    exact le_abs_self Δ
  · intro h
    have h0 := congrArg (fun v : EuclideanSpace ℂ (Fin 2) => v 0) h
    simp at h0
  · -- the eigenvector is `(1, -i)`
    ext i
    fin_cases i
    · change ((0 : ℝ) : ℂ) * 1 + ((0 : ℝ) : ℂ) * (-I)
        + I * (((0 : ℝ) : ℂ) * 1 + ((Δ / 2 : ℝ) : ℂ) * (-I)) = ((Δ / 2 : ℝ) : ℂ) * 1
      push_cast
      linear_combination (-(Δ : ℂ) / 2) * Complex.I_sq
    · change ((0 : ℝ) : ℂ) * 1 + (Δ : ℂ) * (-I)
        + I * (((Δ / 2 : ℝ) : ℂ) * 1 + ((0 : ℝ) : ℂ) * (-I)) = ((Δ / 2 : ℝ) : ℂ) * (-I)
      push_cast
      ring

end IntruderExclusion
```

```lean
#print axioms IntruderExclusion.perturbed_level_near
#print axioms IntruderExclusion.intruder_exclusion
#print axioms IntruderExclusion.twoLevel_symmetric
#print axioms IntruderExclusion.exclusion_sharp
```

```
'IntruderExclusion.perturbed_level_near' depends on axioms: [propext, Classical.choice, Quot.sound]
'IntruderExclusion.intruder_exclusion' depends on axioms: [propext, Classical.choice, Quot.sound]
'IntruderExclusion.twoLevel_symmetric' depends on axioms: [propext, Classical.choice, Quot.sound]
'IntruderExclusion.exclusion_sharp' depends on axioms: [propext, Classical.choice, Quot.sound]
```

## Levels, gap and coupling in the Lean statement

The type `E` is the state space, not an energy: a complex inner product space, taken finite-dimensional in the general theorems. Operators are continuous linear maps `E →L[ℂ] E`, and `IsSymmetric` says that $\langle Hx,y\rangle=\langle x,Hy\rangle$, which is Hermiticity. The norm `‖V‖` is the operator norm, the largest factor by which $V$ can stretch a state. For a complex number, the same bars mean the modulus.

`IsLevel A w` says that $Ax=wx$ for some nonzero $x$. The eigenvalue $w$ may be complex, because $H+zV$ is in general not Hermitian when $z$ is complex.

`IsGapped H E0 Δ` is the gap condition. Physically, it says that every zeroth-order excitation or de-excitation energy measured from the target is at least $\Delta$ in magnitude. The target may be degenerate, and it may lie anywhere in the spectrum. The condition doesn't require $E_0$ to be an eigenvalue, although that is the case of interest.

`intruder_exclusion` then reads: with $H$ Hermitian and gapped, $\|V\|<\Delta/2$, $|z|\le1$ and $|w-E_0|=\Delta/2$, the number $w$ is not an eigenvalue of $H+zV$. Here $V$ may be any operator, Hermitian or not. Positivity of $\Delta$ is not a separate hypothesis, since $0\le\|V\|<\Delta/2$ implies it.

## What an empty circle means for the perturbation series

The physical Hamiltonian sits at $z=1$, but the convergence of a series in powers of $z$ depends on the whole complex disk. At $z=0$ the circle separates the target from all other levels. Eigenvalues move continuously with $z$, so if none can touch the circle, none can cross it. For a nondegenerate target, standard complex analysis then gives a single analytic level inside the circle and a convergent energy series at $z=1$; the Lean theorems stop at the empty circle.

In multireference perturbation theory this gives a sufficient condition against intruders, for a finite basis and a perturbation whose norm is strictly below half the zeroth-order gap. The norm of a many-electron perturbation is often much larger than that gap, and the theorem is then silent. The passage from a finite orbital basis to the full Hamiltonian, whose operators are unbounded, is not supplied by the hypotheses.

## From the residual to the empty circle

**A trial state locates an eigenvalue.** Let $b_i$ be an orthonormal eigenbasis of $H$ with real eigenvalues $e_i$. Take $x\neq0$, write $c_i=\langle b_i,x\rangle$, and let $w$ be any complex number. In this basis $H-w$ multiplies each coordinate by $e_i-w$, so

$$\|Hx-wx\|^2=\sum_i|e_i-w|^2|c_i|^2 .$$

Let $e_k$ be the eigenvalue closest to $w$. Replacing each factor $|e_i-w|$ by the smaller or equal $|e_k-w|$ gives

$$\|Hx-wx\|^2\ \ge\ |e_k-w|^2\sum_i|c_i|^2=|e_k-w|^2\,\|x\|^2 .$$

Taking square roots gives $|e_k-w|\,\|x\|\le\|Hx-wx\|$. This is `exists_level_near`. In the Lean proof, `coord` is the coordinate formula, `parseval` turns norms into sums, `Finite.exists_min` selects $k$, and `Finset.sum_le_sum` compares the sums term by term. The step `hne` uses $x\ne0$ to ensure that there is an eigenvalue to select.

**The residual comes from the perturbation.** Now let $x$ be an eigenvector of the perturbed problem, $(H+zV)x=wx$. Then

$$Hx-wx=-zVx,\qquad \|Hx-wx\|=|z|\,\|Vx\|\le|z|\,\|V\|\,\|x\| .$$

Combining this with the first step and dividing by $\|x\|>0$ yields an eigenvalue $\mu$ of $H$ with $|\mu-w|\le|z|\,\|V\|$. In `perturbed_level_near`, the identity is `hr` and the `calc` block is the chain of inequalities.

**The gap leaves two possibilities.** If $\mu=E_0$, then $|w-E_0|\le|z|\,\|V\|$. Otherwise $|\mu-E_0|\ge\Delta$, and the triangle inequality gives

$$\Delta\le|\mu-E_0|\le|\mu-w|+|w-E_0|\le|z|\,\|V\|+|w-E_0| ,$$

so that $|w-E_0|\ge\Delta-|z|\,\|V\|$. The `by_cases` in `near_or_far` makes this distinction.

**The circle lies between them.** For $|z|\le1$ we have $|z|\,\|V\|\le\|V\|<\Delta/2$. The first possibility gives $|w-E_0|<\Delta/2$ and the second gives $|w-E_0|>\Delta/2$. Neither allows equality, and `linarith` closes both cases of `intruder_exclusion`.

## A level near the target at real coupling

`target_level_persists` adds that something remains near $E_0$. Suppose that $V$ is Hermitian too, that $E_0$ is an eigenvalue of $H$, and that the coupling $t$ is real. Then $H+tV$ is Hermitian, and

$$H=(H+tV)+(-t)V$$

presents $H$ as a perturbation of it. The second step above, with the roles exchanged, gives an eigenvalue of $H+tV$ within $|t|\,\|V\|$ of $E_0$. The Lean proof establishes Hermiticity in `hS` and the exchange in `hback`. The theorem gives existence at each $t$ separately; it doesn't follow one level continuously or count degeneracies.

## Two levels that meet at $z=i$

The strict inequality $\|V\|<\Delta/2$ can't be relaxed to $\|V\|\le\Delta/2$. For $\Delta>0$ take

$$H=\begin{pmatrix}0&0\\0&\Delta\end{pmatrix},\qquad V=\begin{pmatrix}0&\Delta/2\\\Delta/2&0\end{pmatrix},\qquad E_0=0 .$$

Both are instances of `twoLevel a b c`, with diagonal energies $a,b$ and coupling $c$, and `twoLevel_symmetric` shows that they are Hermitian.

For the gap, an eigenvector $(x_0,x_1)$ of $H$ satisfies $0=\mu x_0$ and $\Delta x_1=\mu x_1$. If $\mu\ne0$, then $x_0=0$, so $x_1\neq0$ and $\mu=\Delta$. For the norm, $V$ swaps the two components and multiplies them by $\Delta/2$. Hence $\|Vx\|=(\Delta/2)\|x\|$ for every $x$, and $\|V\|=\Delta/2$; `norm_coupling` proves this for any coupling $c\ge0$.

At $z=i$,

$$(H+iV)\begin{pmatrix}1\\-i\end{pmatrix}=\begin{pmatrix}\Delta/2\\ i\Delta/2-i\Delta\end{pmatrix}=\frac{\Delta}{2}\begin{pmatrix}1\\-i\end{pmatrix},$$

so an eigenvalue sits exactly on the circle. The code uses this unnormalised vector; the normalised state is $(1,-i)/\sqrt2$. `exclusion_sharp` collects the gap, the norm and the eigenvalue.

The characteristic polynomial of $H+iV$ is $(w-\Delta/2)^2$, so the two levels coincide there. At real $z$ they are $\tfrac{\Delta}{2}\bigl(1\pm\sqrt{1+z^2}\bigr)$ and never meet: the intruder shows itself only at complex coupling.

## The same bound with an imaginary level shift

The first step needs an orthonormal eigenbasis but not real eigenvalues, so the argument also works for normal $H$. Suppose that $E_0$ is an eigenvalue of the Hermitian $H$, let $Q$ project orthogonally onto the complement of its eigenspace, and replace $H$ by $H+i\varepsilon Q$ with real $\varepsilon$. The target stays at $E_0$, and every other eigenvalue is now at distance at least $\sqrt{\Delta^2+\varepsilon^2}$. The condition on the perturbation therefore weakens to $\|V\|<\tfrac12\sqrt{\Delta^2+\varepsilon^2}$, with the circle's radius enlarged to $\tfrac12\sqrt{\Delta^2+\varepsilon^2}$. The levels concerned are those of the shifted problem $H+i\varepsilon Q+zV$, whose energy at $z=1$ generally differs from the unshifted one.
